# Mean and variance of Hermitian one-body observables in a multimode coherent state

Treat a coherent state as a classical field, replacing each annihilation operator by its amplitude \(\alpha_j\) and each creation operator by \(\bar\alpha_j\), and every observable loses its fluctuations. For an observable that moves single quanta between modes, the mean survives this replacement, but the variance comes out as zero. For the total photon number, the shot noise is gone.

Let \(a_j\) and \(b_j\) be the annihilation and creation operators of finitely many bosonic modes, \(M\) a complex matrix, and

\[ Q_M=\sum_{i,j}M_{ij}\,b_i a_j . \]

If \(v\) is a unit vector with \(a_jv=\alpha_jv\) for all \(j\), and \(M\) is Hermitian, then \(Q_M\) has mean \(\langle\alpha,M\alpha\rangle\) and variance \(\|M\alpha\|^2\) in \(v\). This gives the quantum noise of number-conserving quadratic observables, such as the signal of a linear interferometer, for finitely many modes in a coherent state.

## Operators on a common domain

The state space `V` is a complex inner product space, and operators are linear maps defined on all of it (`Module.End ℂ V`). Physically, `V` is a domain that all the mode operators map into itself. It is not assumed complete, and with at least one mode and a nonzero vector it cannot be: everywhere-defined adjoint pairs on a Hilbert space are bounded, and bounded operators cannot satisfy \([a,b]=1\).

```lean
import Mathlib

open Matrix

namespace MultimodeCoherent

noncomputable section

variable {ι V : Type*} [NormedAddCommGroup V] [InnerProductSpace ℂ V]
```

The inner product is conjugate-linear in its first argument. Means, covariances and variances are complex numbers by definition; that a variance is real has to come out of the calculation.

```lean
/-- The mean of the operator `A` in the state `v`. -/
def mean (v : V) (A : Module.End ℂ V) : ℂ := inner ℂ v (A v)

/-- The covariance `⟨AB⟩ - ⟨A⟩⟨B⟩` of two operators in the state `v`. -/
def covariance (v : V) (A B : Module.End ℂ V) : ℂ :=
  mean v (A * B) - mean v A * mean v B

/-- The variance `⟨A²⟩ - ⟨A⟩²` of an operator in the state `v`. -/
def variance (v : V) (A : Module.End ℂ V) : ℂ := covariance v A A
```

## A unit vector that every annihilation operator only rescales

`IsCoherent` holds two conditions. The eigenvalue equations say that removing a quantum from any mode leaves the state unchanged up to a factor; the norm condition makes \(\langle v,Av\rangle\) an expectation value.

```lean
/-- A multimode coherent state: a unit vector that is an eigenvector of every
annihilation operator `a j`, with amplitude `α j`. -/
structure IsCoherent (a : ι → Module.End ℂ V) (α : ι → ℂ) (v : V) : Prop where
  norm_one : ‖v‖ = 1
  eigen : ∀ j, a j v = α j • v
```

The index type `ι` labels the modes. Its finiteness makes `oneBody` an ordinary finite sum; infinitely many modes would raise questions of convergence and domain.

```lean
/-- The one-body operator `∑ M i j b_i a_j` built from a matrix `M`. -/
def oneBody [Fintype ι] (a b : ι → Module.End ℂ V) (M : Matrix ι ι ℂ) :
    Module.End ℂ V := ∑ i, ∑ j, M i j • (b i * a j)
```

By hand, the eigenvalue equations enter first:

\[ Q_Mv=\sum_{i,j}M_{ij}\,b_i a_jv=\sum_{i,j}M_{ij}\alpha_j\,b_iv=\sum_i(M\alpha)_i\,b_iv . \]

The proof is the same calculation, with `hv.eigen` as the rewriting rule.

```lean
/-- On a coherent state the one-body operator of `M` acts as the sum of the operators `b i` with
weights `(M α) i`. -/
theorem oneBody_apply_coherent [Fintype ι] {a : ι → Module.End ℂ V} {α : ι → ℂ} {v : V}
    (hv : IsCoherent a α v) (b : ι → Module.End ℂ V) (M : Matrix ι ι ℂ) :
    oneBody a b M v = ∑ i, (M *ᵥ α) i • b i v := by
  simp only [oneBody, LinearMap.sum_apply, LinearMap.smul_apply, Module.End.mul_apply,
    hv.eigen, map_smul, smul_smul, Matrix.mulVec, dotProduct, Finset.sum_smul]
```

Without the eigenvalue equations the formulas can fail. For the number operator of one mode, both the mean and the variance formula give \(|\alpha|^2\). A number state with \(n>0\) quanta has mean number \(n\) and number variance zero, so no amplitude fits both. Without normalisation, rescaling \(v\) by \(r\) multiplies the mean by \(|r|^2\).

## Creation as the adjoint of annihilation

`IsModes` collects the two assumptions on the operators. The first, `adjoint`, reads \(\langle b_jx,y\rangle=\langle x,a_jy\rangle\), so that \(b_j\) acts as \(a_j^\dagger\). The second, `comm`, is \([a_i,b_j]=\delta_{ij}\). Commutators of two annihilation operators are not needed.

```lean
variable [DecidableEq ι]

/-- The relations of bosonic mode operators used here: `b j` is adjoint to `a j`, and `[a i, b j] =
δ_ij`. -/
structure IsModes (a b : ι → Module.End ℂ V) : Prop where
  adjoint : ∀ j x y, inner ℂ (b j x) y = inner ℂ x (a j y)
  comm : ∀ i j, a i * b j - b j * a i = if i = j then 1 else 0
```

Both assumptions survive a displacement. Put \(a'_j=a_j+\alpha_j\) and \(b'_j=b_j+\bar\alpha_j\). Then

\[ \langle b'_jx,y\rangle=\langle b_jx,y\rangle+\alpha_j\langle x,y\rangle=\langle x,a'_jy\rangle , \]

and the added numbers drop out of the commutator. If \(w\) is a unit vacuum vector, \(a_jw=0\), then \(a'_jw=\alpha_jw\). Any representation with a vacuum therefore supplies coherent states of arbitrary amplitudes for the displaced modes; the finite-particle vectors of a Fock space would provide such a representation, but none is constructed here.

```lean
variable {a b : ι → Module.End ℂ V} {α : ι → ℂ} {v : V}

-- Remark: an explicit Fock space is not built here. The next theorem turns the vacuum
-- of the given modes into a coherent state of displaced modes, with arbitrary amplitudes.

/-- Shifting every mode by a number `α j` gives again bosonic modes, and a unit vacuum
vector of the old modes is a coherent state of the new ones with amplitudes `α`. -/
theorem displaced_vacuum (h : IsModes a b) (α : ι → ℂ) {w : V} (hw : ‖w‖ = 1)
    (h0 : ∀ j, a j w = 0) :
    IsModes (fun j => a j + α j • (1 : Module.End ℂ V))
        (fun j => b j + (starRingEnd ℂ) (α j) • (1 : Module.End ℂ V)) ∧
      IsCoherent (fun j => a j + α j • (1 : Module.End ℂ V)) α w := by
  refine ⟨⟨fun j x y => ?_, fun i j => ?_⟩, ⟨hw, fun j => ?_⟩⟩
  · simp [h.adjoint]
    ring
  · -- the shifts are numbers and drop out of the commutator
    rw [← h.comm i j]
    simp only [add_mul, mul_add, smul_mul_assoc, mul_smul_comm, one_mul, mul_one]
    module
  · simp [h0]
```

Adjointness gives the mean of a creation operator:

\[ \langle v,b_kv\rangle=\overline{\langle b_kv,v\rangle}=\overline{\langle v,a_kv\rangle}=\bar\alpha_k\langle v,v\rangle=\bar\alpha_k . \]

In Lean, `inner_conj_symm` swaps the arguments, `h.adjoint` moves the operator, and `hv.norm_one` removes the norm.

```lean
/-- In a coherent state the creation operator `b k` has mean `conj (α k)`. -/
theorem mean_creation (h : IsModes a b) (hv : IsCoherent a α v) (k : ι) :
    inner ℂ v (b k v) = (starRingEnd ℂ) (α k) := by
  rw [← inner_conj_symm, h.adjoint, hv.eigen, inner_smul_right,
    inner_self_eq_norm_sq_to_K, hv.norm_one]
  simp
```

If \(b\) were replaced by \(b+c\) with a number \(c\neq0\), the commutator would stay the same, but the mean of \(ba\) in one mode would become \(|\alpha|^2+c\alpha\), which is wrong whenever \(\alpha\neq0\).

## The commutator as the source of the noise

The commutation relation distinguishes the mode operators from plain numbers. It enters when two added quanta are compared:

\[ \langle b_iv,b_kv\rangle=\langle v,a_ib_kv\rangle=\langle v,(\delta_{ik}+b_ka_i)v\rangle=\delta_{ik}+\alpha_i\bar\alpha_k . \]

In the proof, `hc` is the commutator applied to \(v\), rearranged to express \(a_ib_kv\).

```lean
/-- Inner product of `b i v` and `b k v`, the vectors obtained from one coherent state `v` by adding
a quantum in mode `i` and in mode `k`. -/
theorem inner_creation (h : IsModes a b) (hv : IsCoherent a α v) (i k : ι) :
    inner ℂ (b i v) (b k v) =
      (if i = k then 1 else 0) + α i * (starRingEnd ℂ) (α k) := by
  have hc := LinearMap.congr_fun (h.comm i k) v
  simp only [LinearMap.sub_apply, Module.End.mul_apply] at hc
  rw [sub_eq_iff_eq_add'] at hc
  rw [h.adjoint, hc, inner_add_right, hv.eigen, map_smul, inner_smul_right,
    mean_creation h hv, add_comm]
  congr 1
  split_ifs <;> simp [hv.norm_one]
```

For coefficient vectors \(\gamma,\beta\), summing gives

\[ \Big\langle\sum_i\gamma_ib_iv,\sum_k\beta_kb_kv\Big\rangle
=\sum_{i,k}\bar\gamma_i\beta_k(\delta_{ik}+\alpha_i\bar\alpha_k)
=\langle\gamma,\beta\rangle+\langle\gamma,\alpha\rangle\langle\alpha,\beta\rangle . \]

The auxiliary statement `hk` is the summand, and the final `simp` collapses the Kronecker delta. In the code, `star γ ⬝ᵥ β` stands for \(\langle\gamma,\beta\rangle=\sum_i\bar\gamma_i\beta_i\).

```lean
variable [Fintype ι]

/-- Overlap of two superpositions of one-quantum additions to a coherent state. -/
theorem inner_creation_sum (h : IsModes a b) (hv : IsCoherent a α v) (γ β : ι → ℂ) :
    inner ℂ (∑ i, γ i • b i v) (∑ k, β k • b k v) =
      star γ ⬝ᵥ β + (star γ ⬝ᵥ α) * (star α ⬝ᵥ β) := by
  simp only [dotProduct, Pi.star_apply, RCLike.star_def]
  rw [sum_inner, Finset.sum_mul_sum, ← Finset.sum_add_distrib]
  refine Finset.sum_congr rfl fun i _ => ?_
  have hk : ∀ k, inner ℂ (γ i • b i v) (β k • b k v) =
      (if i = k then (starRingEnd ℂ) (γ i) * β k else 0) +
        (starRingEnd ℂ) (γ i) * α i * ((starRingEnd ℂ) (α k) * β k) := by
    intro k
    rw [inner_smul_left, inner_smul_right, inner_creation h hv]
    split_ifs <;> ring
  rw [inner_sum, Finset.sum_congr rfl fun k _ => hk k, Finset.sum_add_distrib]
  simp
```

Without the commutator the first term can disappear. The numbers \(a_j=\alpha_j\), \(b_j=\bar\alpha_j\), acting as multiples of the identity, are mutually adjoint and have every unit vector as a joint eigenvector, but all variances vanish: this is the classical replacement again. A numerical Fock space truncated to finite dimension also violates the relation, since the trace of a commutator is zero there. The truncated annihilation operators are moreover nilpotent and have no eigenvector with a nonzero amplitude, so a simulation with a truncated coherent state in general reproduces these formulas only up to truncation error.

To use the overlap for a covariance, one operator must be moved to the left. Adjointness, applied twice, gives

\[ \langle Q_Mx,y\rangle=\sum_{i,j}\bar M_{ij}\langle a_jx,a_iy\rangle=\sum_{i,j}\bar M_{ij}\langle x,b_ja_iy\rangle=\langle x,Q_{M^\dagger}y\rangle . \]

The closing `Finset.sum_comm` exchanges the two summation indices.

```lean
/-- The adjoint of the one-body operator of `M` is the one-body operator of `Mᴴ`. -/
theorem oneBody_adjoint (h : IsModes a b) (M : Matrix ι ι ℂ) (x y : V) :
    inner ℂ (oneBody a b M x) y = inner ℂ x (oneBody a b Mᴴ y) := by
  have h' : ∀ j x y, inner ℂ x (b j y) = inner ℂ (a j x) y := fun j x y => by
    rw [← inner_conj_symm, h.adjoint, inner_conj_symm]
  simp only [oneBody, LinearMap.sum_apply, LinearMap.smul_apply, Module.End.mul_apply,
    sum_inner, inner_sum, inner_smul_left, inner_smul_right, h.adjoint, h',
    Matrix.conjTranspose_apply, RCLike.star_def]
  rw [Finset.sum_comm]
```

The mean follows from the expansion of \(Q_Mv\) and the mean of \(b_i\):

\[ \langle v,Q_Mv\rangle=\sum_i(M\alpha)_i\bar\alpha_i=\langle\alpha,M\alpha\rangle . \]

```lean
/-- The mean of a one-body operator in a coherent state is `⟨α, M α⟩`. -/
theorem mean_oneBody (h : IsModes a b) (hv : IsCoherent a α v) (M : Matrix ι ι ℂ) :
    mean v (oneBody a b M) = star α ⬝ᵥ M *ᵥ α := by
  rw [mean, oneBody_apply_coherent hv, inner_sum]
  simp only [inner_smul_right, mean_creation h hv, dotProduct, Pi.star_apply,
    RCLike.star_def]
  exact Finset.sum_congr rfl fun i _ => mul_comm _ _
```

For a second matrix \(N\),

\[ \langle Q_MQ_N\rangle=\langle Q_{M^\dagger}v,Q_Nv\rangle=\langle M^\dagger\alpha,N\alpha\rangle+\langle M^\dagger\alpha,\alpha\rangle\langle\alpha,N\alpha\rangle . \]

Since \(\langle M^\dagger\alpha,\alpha\rangle=\langle\alpha,M\alpha\rangle\), the last term is the product of the means, and the covariance is \(\langle M^\dagger\alpha,N\alpha\rangle\). In the proof, `hMN` is the first equality and `hM` the identity that lets the products cancel.

```lean
/-- The covariance of two one-body operators in a coherent state is `⟨Mᴴ α, N α⟩`. -/
theorem covariance_oneBody (h : IsModes a b) (hv : IsCoherent a α v)
    (M N : Matrix ι ι ℂ) :
    covariance v (oneBody a b M) (oneBody a b N) = star (Mᴴ *ᵥ α) ⬝ᵥ N *ᵥ α := by
  have hM : star (Mᴴ *ᵥ α) ⬝ᵥ α = star α ⬝ᵥ M *ᵥ α := by
    rw [Matrix.star_mulVec, Matrix.conjTranspose_conjTranspose, Matrix.dotProduct_mulVec]
  -- move the left operator to the other side of the inner product
  have hMN : mean v (oneBody a b M * oneBody a b N) =
      inner ℂ (oneBody a b Mᴴ v) (oneBody a b N v) := by
    rw [oneBody_adjoint h, Matrix.conjTranspose_conjTranspose]; rfl
  rw [covariance, hMN, oneBody_apply_coherent hv, oneBody_apply_coherent hv,
    inner_creation_sum h hv, mean_oneBody h hv, mean_oneBody h hv, hM]
  ring
```

## Hermitian \(M\), and a variance that is a squared norm

A Hermitian \(M\) makes \(Q_M\) symmetric, as an observable should be. The mean formula does not use this; the variance formula does, at a single point. With \(N=M=M^\dagger\), the covariance becomes \(\langle M\alpha,M\alpha\rangle=\|M\alpha\|^2\).

```lean
omit [DecidableEq ι] in
private lemma star_dot_self (β : ι → ℂ) :
    star β ⬝ᵥ β = ((∑ i, ‖β i‖ ^ 2 : ℝ) : ℂ) := by
  simp [dotProduct, Complex.conj_mul']
```

The theorem `coherent_mean_variance` takes modes `h`, a coherent state `hv` and a Hermitian matrix `hM`, and returns both formulas. Its variance is a real sum of squares embedded in the complex numbers, hence real and non-negative. The rewrite with `hM.eq` replaces \(M^\dagger\) by \(M\).

```lean
/-- In a coherent state with amplitudes `α`, the one-body observable of a Hermitian
matrix `M` has mean `⟨α, M α⟩` and variance `‖M α‖²`. -/
theorem coherent_mean_variance (h : IsModes a b) (hv : IsCoherent a α v)
    {M : Matrix ι ι ℂ} (hM : M.IsHermitian) :
    mean v (oneBody a b M) = star α ⬝ᵥ M *ᵥ α ∧
      variance v (oneBody a b M) = ((∑ i, ‖(M *ᵥ α) i‖ ^ 2 : ℝ) : ℂ) := by
  refine ⟨mean_oneBody h hv M, ?_⟩
  rw [variance, covariance_oneBody h hv, hM.eq, star_dot_self]
```

Without Hermiticity, \(\langle Q_M^2\rangle-\langle Q_M\rangle^2\) is \(\langle M^\dagger\alpha,M\alpha\rangle\), which need not equal \(\|M\alpha\|^2\). For \(Q_M=b_0a_1\) it is zero, while \(\|M\alpha\|^2=|\alpha_1|^2\).

For every \(M\), Hermitian or not, a coherent state is an eigenvector of \(Q_M\) exactly when \(M\alpha=0\). If \(Q_Mv=cv\), then \(c=\langle\alpha,M\alpha\rangle\), and the overlap formula gives

\[ |c|^2=\|Q_Mv\|^2=\|M\alpha\|^2+|c|^2 , \]

so \(M\alpha=0\). Conversely, \(M\alpha=0\) gives \(Q_Mv=0\). The proof obtains the displayed equation as `hn`, cancels \(|c|^2\), and concludes that each term of a vanishing sum of squares is zero.

```lean
/-- A coherent state is an eigenvector of a one-body operator exactly when the matrix
`M` annihilates the amplitude vector. -/
theorem coherent_eigenvector_iff (h : IsModes a b) (hv : IsCoherent a α v)
    (M : Matrix ι ι ℂ) :
    (∃ c : ℂ, oneBody a b M v = c • v) ↔ M *ᵥ α = 0 := by
  constructor
  · rintro ⟨c, hc⟩
    have hself : inner ℂ v v = (1 : ℂ) := by
      rw [inner_self_eq_norm_sq_to_K, hv.norm_one]; simp
    have hm : star α ⬝ᵥ M *ᵥ α = c := by
      rw [← mean_oneBody h hv, mean, hc, inner_smul_right, hself, mul_one]
    have hm' : star (M *ᵥ α) ⬝ᵥ α = star c := by rw [Matrix.star_dotProduct, hm]
    -- compare the two expressions for the squared norm of `Q v`
    have hn := inner_creation_sum h hv (M *ᵥ α) (M *ᵥ α)
    rw [← oneBody_apply_coherent hv b M, hc, inner_smul_left, inner_smul_right, hself,
      hm, hm', star_dot_self, RCLike.star_def, mul_one] at hn
    have hz : ((∑ i, ‖(M *ᵥ α) i‖ ^ 2 : ℝ) : ℂ) = 0 := by linear_combination -hn
    have hs := (Finset.sum_eq_zero_iff_of_nonneg
      (fun i _ => sq_nonneg ‖(M *ᵥ α) i‖)).1 (Complex.ofReal_eq_zero.1 hz)
    funext i
    exact norm_eq_zero.1 (pow_eq_zero_iff two_ne_zero |>.1 (hs i (Finset.mem_univ i)))
  · intro h0
    exact ⟨0, by rw [oneBody_apply_coherent hv, h0]; simp⟩
```

For two modes and the matrix that exchanges them, \(M\alpha=(\alpha_1,\alpha_0)\). The interference observable \(b_0a_1+b_1a_0\) then has mean \(\bar\alpha_0\alpha_1+\bar\alpha_1\alpha_0=2\,\mathrm{Re}(\bar\alpha_0\alpha_1)\) and variance \(|\alpha_0|^2+|\alpha_1|^2\). The relative phase changes the signal but not its noise. The proof identifies the observable with `oneBody` (`hQ`), checks Hermiticity entry by entry (`hM`), and evaluates the general theorem.

```lean
/-- For two modes, the interference observable `b₀ a₁ + b₁ a₀` has mean
`2 Re (conj α₀ α₁)` and variance `|α₀|² + |α₁|²` in a coherent state. -/
theorem two_mode_interference {a b : Fin 2 → Module.End ℂ V} {α : Fin 2 → ℂ}
    (h : IsModes a b) (hv : IsCoherent a α v) :
    mean v (b 0 * a 1 + b 1 * a 0) =
        ((2 * ((starRingEnd ℂ) (α 0) * α 1).re : ℝ) : ℂ) ∧
      variance v (b 0 * a 1 + b 1 * a 0) = ((‖α 0‖ ^ 2 + ‖α 1‖ ^ 2 : ℝ) : ℂ) := by
  have hQ : oneBody a b !![0, 1; 1, 0] = b 0 * a 1 + b 1 * a 0 := by
    simp [oneBody, Fin.sum_univ_two]
  have hM : (!![0, 1; 1, 0] : Matrix (Fin 2) (Fin 2) ℂ).IsHermitian := by
    ext i j
    fin_cases i <;> fin_cases j <;> simp
  obtain ⟨h1, h2⟩ := coherent_mean_variance h hv hM
  rw [hQ] at h1 h2
  rw [h1, h2]
  constructor
  · apply Complex.ext <;>
      simp [dotProduct, Matrix.mulVec, Fin.sum_univ_two] <;> ring
  · simp [Matrix.mulVec, dotProduct, Fin.sum_univ_two, add_comm]

end

end MultimodeCoherent
```

```lean
#print axioms MultimodeCoherent.displaced_vacuum
-- 'MultimodeCoherent.displaced_vacuum' depends on axioms: [propext, Classical.choice, Quot.sound]
#print axioms MultimodeCoherent.coherent_mean_variance
-- 'MultimodeCoherent.coherent_mean_variance' depends on axioms: [propext, Classical.choice, Quot.sound]
#print axioms MultimodeCoherent.coherent_eigenvector_iff
-- 'MultimodeCoherent.coherent_eigenvector_iff' depends on axioms: [propext, Classical.choice, Quot.sound]
#print axioms MultimodeCoherent.two_mode_interference
-- 'MultimodeCoherent.two_mode_interference' depends on axioms: [propext, Classical.choice, Quot.sound]
```
